# The hard-cutoff kernel's quadratic form takes a negative value on a three-point chain

The hard-cutoff kernel is 1 for two points at most `r` apart and 0 otherwise. The lemma takes three points of a pseudometric space, with `b` within the cutoff of both `a` and `c` but `a` and `c` farther apart than `r`, and states that the weights 1, −1, 1 give the kernel's quadratic form the value −1. The weight vector is not normalised: its squared length is 3, so the normalised value is −1/3, and the kernel is not positive semidefinite on such a chain. The attempt first derives `0 ≤ r`, which settles the diagonal terms, and then asks a single `norm_num` call to expand the double sum and evaluate all nine terms.

Lean 4 with Mathlib refuses this proof:

```lean
import Mathlib

open Finset

namespace QuadFormChain

noncomputable section

variable {X ι κ : Type*} [PseudoMetricSpace X] [Fintype ι]

/-- The hard-cutoff kernel: one if two points are at most `r` apart, zero otherwise. -/
def hardCutoff (r : ℝ) (x y : X) : ℝ := if dist x y ≤ r then 1 else 0

/-- The quadratic form `∑ c_i c_j k(x_i, x_j)` of a kernel `k` at the points `x_i` with
real weights `c_i`. -/
def quadForm {Y : Type*} (k : Y → Y → ℝ) (x : ι → Y) (c : ι → ℝ) : ℝ :=
  ∑ i, ∑ j, c i * c j * k (x i) (x j)

/-- If `b` is within the cutoff of both `a` and `c`, but `a` and `c` are farther apart than
the cutoff, the weights `1, -1, 1` give the quadratic form the value `-1`. -/
theorem quadForm_chain {r : ℝ} {a b c : X} (hab : dist a b ≤ r) (hbc : dist b c ≤ r)
    (hac : r < dist a c) :
    quadForm (hardCutoff r) ![a, b, c] ![1, -1, 1] = -1 := by
  have h0 : 0 ≤ r := dist_nonneg.trans hab
  norm_num [quadForm, hardCutoff, Fin.sum_univ_three, dist_comm b a, dist_comm c b,
    dist_comm c a, hab, hbc, not_le.2 hac, h0]

end

end QuadFormChain
```

The compiler's answer:

```
Main.lean:23:59: error: unsolved goals
X : Type u_1
inst✝ : PseudoMetricSpace X
r : ℝ
a b c : X
hab : dist a b ≤ r
hbc : dist b c ≤ r
hac : r < dist a c
h0 : 0 ≤ r
⊢ ((if dist a (![a, b, c] 2) ≤ r then ![1, -1, 1] 2 else 0) + if dist b (![a, b, c] 2) ≤ r then -![1, -1, 1] 2 else 0) +
      (((if dist (![a, b, c] 2) a ≤ r then ![1, -1, 1] 2 else 0) +
          if dist (![a, b, c] 2) b ≤ r then -![1, -1, 1] 2 else 0) +
        ![1, -1, 1] 2 * ![1, -1, 1] 2) =
    -1
```

Diagnosis. The error reports the goal that was left when `norm_num` could do no more. The sum has been expanded and the vector entries at 0 and 1 have been evaluated, but those at 2 have not: `![a, b, c] 2` still stands where `c` should be, and `![1, -1, 1] 2` where 1 should be. Entries 0 and 1 are covered by ordinary simp lemmas, which `norm_num` uses. Entry 2 is left to a simproc, a simplification procedure that `simp` runs by default and `norm_num` does not. The facts `hbc` and `not_le.2 hac` are about `dist b c` and `dist a c`, so they do not match conditions such as `dist b (![a, b, c] 2) ≤ r`, and the `if`s stay undecided.

The repair expands the sum separately, with `simp only`, and then uses `change` to restate the goal as nine explicit terms. Lean accepts the restatement because the two forms are equal by definition, `![a, b, c] 2` unfolding to `c`. The final `norm_num` no longer meets any vector entries, so the distance facts apply and only arithmetic remains. The added comment is mere tidying.

Lean accepts the file once it reads:

```diff
@@ -23,6 +23,13 @@
     quadForm (hardCutoff r) ![a, b, c] ![1, -1, 1] = -1 := by
   have h0 : 0 ≤ r := dist_nonneg.trans hab
-  norm_num [quadForm, hardCutoff, Fin.sum_univ_three, dist_comm b a, dist_comm c b,
-    dist_comm c a, hab, hbc, not_le.2 hac, h0]
+  simp only [quadForm, Fin.sum_univ_three]
+  -- write out the nine terms of the double sum
+  change (1 * 1 * hardCutoff r a a + 1 * (-1) * hardCutoff r a b + 1 * 1 * hardCutoff r a c)
+    + ((-1) * 1 * hardCutoff r b a + (-1) * (-1) * hardCutoff r b b
+      + (-1) * 1 * hardCutoff r b c)
+    + (1 * 1 * hardCutoff r c a + 1 * (-1) * hardCutoff r c b + 1 * 1 * hardCutoff r c c)
+    = (-1 : ℝ)
+  norm_num [hardCutoff, dist_comm b a, dist_comm c b, dist_comm c a, hab, hbc,
+    not_le.2 hac, h0]
 
 end
```
